# The real homogeneous polynomials of degree n in x, y, z have the dimension of the Cartesian shell

In electronic-structure theory a Cartesian shell of degree n has one member for each triple of natural-number exponents with sum n, and the triple gives the monomial in x, y and z that stands before the radial part of the orbital. The theorem `finrank_homogeneous` says that the number of these triples is the dimension of the space of real homogeneous polynomials of degree n in three variables. It deals with the polynomials alone, without radial factor or normalisation, and each monomial has coefficient 1. The proof shows that the monomials of the shell span the space, takes their linear independence from Mathlib's basis of monomials, and counts them.

An attempt in Lean 4 with a fault in it:

```lean
import Mathlib

open MvPolynomial Module

namespace FinrankHomogeneous

noncomputable section

/-- The Cartesian shell of degree `n`: all exponent triples with sum `n`. -/
def shell (n : ℕ) : Finset (Fin 3 → ℕ) := Finset.Nat.antidiagonalTuple 3 n

/-- The monomial `x^l₀ y^l₁ z^l₂`. -/
def mono (l : Fin 3 → ℕ) : MvPolynomial (Fin 3) ℝ := ∏ i, X i ^ l i

/-- A triple belongs to the shell of degree `n` exactly when its exponents add up to `n`. -/
theorem mem_shell {n : ℕ} {l : Fin 3 → ℕ} : l ∈ shell n ↔ l 0 + l 1 + l 2 = n := by
  rw [← Fin.sum_univ_three]
  exact Finset.Nat.mem_antidiagonalTuple

/-- The product of powers of the coordinates is the monomial with these exponents. -/
theorem mono_eq (l : Fin 3 → ℕ) :
    mono l = monomial (Finsupp.equivFunOnFinite.symm l) 1 := by
  rw [monomial_eq, Finsupp.prod_fintype _ _ (by simp)]
  simp [mono]

/-- The monomials of degree `n` span the homogeneous polynomials of degree `n`. -/
theorem span_shell (n : ℕ) : Submodule.span ℝ (mono '' (shell n : Set (Fin 3 → ℕ))) =
    homogeneousSubmodule (Fin 3) ℝ n := by
  apply le_antisymm
  · rw [Submodule.span_le]
    rintro _ ⟨l, hl, rfl⟩
    have hl' : ∑ i, l i = n := by
      rw [Fin.sum_univ_three]
      exact mem_shell.mp (Finset.mem_coe.mp hl)
    have h := IsHomogeneous.prod Finset.univ
      (fun i => (X i : MvPolynomial (Fin 3) ℝ) ^ l i) l
      (fun i _ => by simpa using (isHomogeneous_X ℝ i).pow (l i))
    rw [hl'] at h
    exact h
  · intro p hp
    have hp' : p.IsHomogeneous n := hp
    rw [p.as_sum]
    refine Submodule.sum_mem _ fun d hd => ?_
    have hdeg := hp' (mem_support_iff.mp hd)
    rw [Finsupp.weight_apply, Finsupp.sum_fintype _ _ (by simp), Fin.sum_univ_three] at hdeg
    have hm : monomial d (coeff d p) = coeff d p • mono d := by
      rw [mono_eq, smul_monomial]
      simp
    rw [hm]
    exact Submodule.smul_mem _ _ (Submodule.subset_span
      ⟨d, Finset.mem_coe.2 (mem_shell.2 (by simpa using hdeg)), rfl⟩)

/-- The homogeneous polynomials of degree `n` in three variables have as dimension the number of
members of the Cartesian shell. -/
theorem finrank_homogeneous (n : ℕ) :
    finrank ℝ (homogeneousSubmodule (Fin 3) ℝ n) = (shell n).card := by
  have hli : LinearIndependent ℝ mono := by
    have h := (basisMonomials (Fin 3) ℝ).linearIndependent.comp _
      (Finsupp.equivFunOnFinite.symm : (Fin 3 → ℕ) ≃ (Fin 3 →₀ ℕ)).injective
    convert h using 1
    funext l
    simp [mono_eq]
  have hr : mono '' (shell n : Set (Fin 3 → ℕ)) =
      Set.range (mono ∘ fun l : {l // l ∈ shell n} => l.1) := by
    ext p
    simp
  rw [← span_shell, hr, finrank_span_eq_card (hli.comp _ Subtype.val_injective),
    Fintype.card_coe]

end

end FinrankHomogeneous
```

Compiling this gives:

```
Main.lean:57:41: error: unsolved goals
case e'_5
n : ℕ
h : LinearIndependent ℝ (⇑(basisMonomials (Fin 3) ℝ) ∘ ⇑Finsupp.equivFunOnFinite.symm)
⊢ Real.semiring = Real.instCommSemiring.toSemiring

case e'_7
n : ℕ
h : LinearIndependent ℝ (⇑(basisMonomials (Fin 3) ℝ) ∘ ⇑Finsupp.equivFunOnFinite.symm)
e_5✝ : Real.semiring = Real.instCommSemiring.toSemiring
⊢ instModuleSelf = AddMonoidAlgebra.instModule
```

What went wrong. The error lies in the proof of `hli`, the linear independence of the monomials. There `h` says the same of Mathlib's basis, indexed by triples, and `convert h using 1` matches the two statements argument by argument. Besides the equality of the two families, which `funext l` and `simp [mono_eq]` prove, this left two goals that nothing in the proof addresses. One asks that two semiring structures on ℝ be equal, the other that two module structures be equal. In both goals the two sides are the same by definition, but written differently, and `convert` did not close them by itself.

The repair states the equality of the families on its own, as `e`, and proves it with the same two steps. After `rw [e]` the goal differs from `h` at most in how these structures are written, and `exact h` accepts that, since it checks the two statements up to unfolding of definitions. The instances thus never become goals of their own.

The repair, with which the file compiles:

```diff
@@ -58,7 +58,10 @@
     have h := (basisMonomials (Fin 3) ℝ).linearIndependent.comp _
       (Finsupp.equivFunOnFinite.symm : (Fin 3 → ℕ) ≃ (Fin 3 →₀ ℕ)).injective
-    convert h using 1
-    funext l
-    simp [mono_eq]
+    have e : mono = ⇑(basisMonomials (Fin 3) ℝ) ∘
+        ⇑(Finsupp.equivFunOnFinite.symm : (Fin 3 → ℕ) ≃ (Fin 3 →₀ ℕ)) := by
+      funext l
+      simp [mono_eq]
+    rw [e]
+    exact h
   have hr : mono '' (shell n : Set (Fin 3 → ℕ)) =
       Set.range (mono ∘ fun l : {l // l ∈ shell n} => l.1) := by
```
